# A local potential changes any gap between neighbouring levels of a finite real symmetric Hamiltonian by at most its maximum minus its minimum

If a potential error is judged only by its largest absolute value, a uniform shift by $c$ seems able to change a band gap by up to $2|c|$, since each of the two levels may move by $|c|$, although it changes no gap at all. The bound proved here for finite real symmetric matrices uses the spread of the error instead, which vanishes for a uniform shift.

In Lean 4 with Mathlib:

```lean
import Mathlib

open Matrix

namespace BandGapSensitivity

noncomputable section

variable {n : ℕ} {A B : Matrix (Fin n) (Fin n) ℝ}

/-- The energy levels of a real symmetric Hamiltonian, counted with multiplicity and
sorted increasingly. -/
def level (hA : A.IsHermitian) (i : Fin n) : ℝ :=
  hA.eigenvalues (Tuple.sort hA.eigenvalues i)

/-- A normalised eigenvector for the `i`-th sorted level, taken from Mathlib's orthonormal
eigenvector basis. -/
def orbital (hA : A.IsHermitian) (i : Fin n) : Fin n → ℝ :=
  (hA.eigenvectorBasis (Tuple.sort hA.eigenvalues i)).ofLp

/-- The gap between the neighbouring levels `k` and `k + 1`, counted from zero. -/
def gap (hA : A.IsHermitian) (k : ℕ) (hk : k + 1 < n) : ℝ :=
  level hA ⟨k + 1, hk⟩ - level hA ⟨k, Nat.lt_of_succ_lt hk⟩

/-- The spatial variation of a potential on a nonempty finite set of sites:
its maximum minus its minimum. -/
def spread (u : Fin n → ℝ) : ℝ := (⨆ i, u i) - ⨅ i, u i

/-- Completeness of the orbitals: the overlap of two vectors is the sum of the products
of their orbital components. -/
theorem completeness (hA : A.IsHermitian) (x y : Fin n → ℝ) :
    ∑ i, (orbital hA i ⬝ᵥ x) * (orbital hA i ⬝ᵥ y) = x ⬝ᵥ y := by
  have h := hA.eigenvectorBasis.sum_inner_mul_inner (WithLp.toLp 2 x) (WithLp.toLp 2 y)
  simp only [EuclideanSpace.inner_eq_star_dotProduct, star_trivial] at h
  refine Eq.trans ?_ (h.trans (dotProduct_comm y x))
  -- sorting only permutes the terms of the sum
  refine (Equiv.sum_comp (Tuple.sort hA.eigenvalues) (fun j =>
    ((hA.eigenvectorBasis j).ofLp ⬝ᵥ x) * ((hA.eigenvectorBasis j).ofLp ⬝ᵥ y))).trans ?_
  exact Finset.sum_congr rfl fun i _ => congrArg₂ (· * ·) rfl (dotProduct_comm _ _)

/-- The quadratic form `x ⬝ᵥ A *ᵥ x`, which is the energy expectation if `x` is normalised, is the
sum of the levels weighted by the squared orbital components of `x`. -/
theorem energy_eq_sum (hA : A.IsHermitian) (x : Fin n → ℝ) :
    x ⬝ᵥ A *ᵥ x = ∑ i, level hA i * (orbital hA i ⬝ᵥ x) ^ 2 := by
  have hT : Aᵀ = A := (conjTranspose_eq_transpose_of_trivial A).symm.trans hA.eq
  rw [← completeness hA x (A *ᵥ x)]
  refine Finset.sum_congr rfl fun i _ => ?_
  have hv : A *ᵥ orbital hA i = level hA i • orbital hA i :=
    hA.mulVec_eigenvectorBasis _
  have h : orbital hA i ⬝ᵥ A *ᵥ x = level hA i * (orbital hA i ⬝ᵥ x) := by
    rw [dotProduct_mulVec, ← mulVec_transpose, hT, hv, smul_dotProduct, smul_eq_mul]
  rw [h]
  ring

/-- If `x ⬝ᵥ B *ᵥ x` exceeds `x ⬝ᵥ A *ᵥ x` by at most `c` times the squared norm of `x`, for every
vector `x`, then each level of `B` exceeds the same level of `A` by at most `c`. -/
theorem level_le_add (hA : A.IsHermitian) (hB : B.IsHermitian) (c : ℝ)
    (h : ∀ x : Fin n → ℝ, x ⬝ᵥ B *ᵥ x ≤ x ⬝ᵥ A *ᵥ x + c * (x ⬝ᵥ x)) (k : Fin n) :
    level hB k ≤ level hA k + c := by
  -- a matrix with a zero row supplies the trial vector
  let M : Matrix (Fin n) (Fin n) ℝ := Matrix.of fun j =>
    if j < k then orbital hB j else if k < j then orbital hA j else 0
  have hM : M.det = 0 := det_eq_zero_of_row_eq_zero k (fun j => by simp [M])
  obtain ⟨x, hx0, hx⟩ := exists_mulVec_eq_zero_iff.mpr hM
  have hB0 : ∀ j, j < k → orbital hB j ⬝ᵥ x = 0 := fun j hj => by
    have e : M j = orbital hB j := if_pos hj
    rw [← e]
    exact congrFun hx j
  have hA0 : ∀ j, k < j → orbital hA j ⬝ᵥ x = 0 := fun j hj => by
    have e : M j = orbital hA j := (if_neg (not_lt_of_ge hj.le)).trans (if_pos hj)
    rw [← e]
    exact congrFun hx j
  -- its energy is at most level k of A and at least level k of B
  have hup : x ⬝ᵥ A *ᵥ x ≤ level hA k * (x ⬝ᵥ x) := by
    rw [energy_eq_sum hA x, ← completeness hA x x, Finset.mul_sum]
    refine Finset.sum_le_sum fun j _ => ?_
    rcases le_or_gt j k with hj | hj
    · have hm : level hA j ≤ level hA k := Tuple.monotone_sort hA.eigenvalues hj
      nlinarith [mul_le_mul_of_nonneg_right hm (sq_nonneg (orbital hA j ⬝ᵥ x))]
    · simp [hA0 j hj]
  have hlow : level hB k * (x ⬝ᵥ x) ≤ x ⬝ᵥ B *ᵥ x := by
    rw [energy_eq_sum hB x, ← completeness hB x x, Finset.mul_sum]
    refine Finset.sum_le_sum fun j _ => ?_
    rcases le_or_gt k j with hj | hj
    · have hm : level hB k ≤ level hB j := Tuple.monotone_sort hB.eigenvalues hj
      nlinarith [mul_le_mul_of_nonneg_right hm (sq_nonneg (orbital hB j ⬝ᵥ x))]
    · simp [hB0 j hj]
  have hnn : 0 ≤ x ⬝ᵥ x := Finset.sum_nonneg fun i _ => mul_self_nonneg (x i)
  have hpos : 0 < x ⬝ᵥ x :=
    lt_of_le_of_ne hnn fun h0 => hx0 (dotProduct_self_eq_zero.mp h0.symm)
  refine le_of_mul_le_mul_right ?_ hpos
  linarith [h x, add_mul (level hA k) c (x ⬝ᵥ x)]

/-- If `x ⬝ᵥ B *ᵥ x` minus `x ⬝ᵥ A *ᵥ x` lies between `a` and `b` times the squared norm of `x`, for
every vector `x`, then each gap changes by at most `b - a`. -/
theorem gap_change_le (hA : A.IsHermitian) (hB : B.IsHermitian) (a b : ℝ)
    (hlow : ∀ x : Fin n → ℝ, x ⬝ᵥ A *ᵥ x + a * (x ⬝ᵥ x) ≤ x ⬝ᵥ B *ᵥ x)
    (hup : ∀ x : Fin n → ℝ, x ⬝ᵥ B *ᵥ x ≤ x ⬝ᵥ A *ᵥ x + b * (x ⬝ᵥ x))
    (k : ℕ) (hk : k + 1 < n) : |gap hB k hk - gap hA k hk| ≤ b - a := by
  have h1 := level_le_add hA hB b hup
  have h2 := level_le_add hB hA (-a) (fun x => by linarith [hlow x])
  unfold gap
  rw [abs_le]
  constructor <;>
    linarith [h1 ⟨k + 1, hk⟩, h2 ⟨k + 1, hk⟩, h1 ⟨k, Nat.lt_of_succ_lt hk⟩,
      h2 ⟨k, Nat.lt_of_succ_lt hk⟩]

/-- A local potential `u` adds to the quadratic form `x ⬝ᵥ A *ᵥ x` the sum of its values weighted by
`x i ^ 2`, which is the density if `x` is normalised. -/
theorem energy_add_potential (A : Matrix (Fin n) (Fin n) ℝ) (u x : Fin n → ℝ) :
    x ⬝ᵥ (A + diagonal u) *ᵥ x = x ⬝ᵥ A *ᵥ x + ∑ i, u i * x i ^ 2 := by
  have h : x ⬝ᵥ diagonal u *ᵥ x = ∑ i, u i * x i ^ 2 := by
    simp only [dotProduct, mulVec_diagonal]
    exact Finset.sum_congr rfl fun i _ => by ring
  rw [add_mulVec, dotProduct_add, h]

/-- Adding a local potential `u` to a real symmetric Hamiltonian changes the gap between
any two neighbouring levels by at most the maximum of `u` minus its minimum. -/
theorem gap_sensitivity (hA : A.IsHermitian) (u : Fin n → ℝ) (k : ℕ) (hk : k + 1 < n) :
    |gap (hA.add (isHermitian_diagonal u)) k hk - gap hA k hk| ≤ spread u := by
  refine gap_change_le hA _ (⨅ i, u i) (⨆ i, u i) (fun x => ?_) (fun x => ?_) k hk
  · rw [energy_add_potential, show x ⬝ᵥ x = ∑ i, x i * x i from rfl, Finset.mul_sum]
    refine add_le_add le_rfl (Finset.sum_le_sum fun i _ => ?_)
    nlinarith [mul_le_mul_of_nonneg_right
      (ciInf_le (Set.finite_range u).bddBelow i) (sq_nonneg (x i))]
  · rw [energy_add_potential, show x ⬝ᵥ x = ∑ i, x i * x i from rfl, Finset.mul_sum]
    refine add_le_add le_rfl (Finset.sum_le_sum fun i _ => ?_)
    nlinarith [mul_le_mul_of_nonneg_right
      (le_ciSup (Set.finite_range u).bddAbove i) (sq_nonneg (x i))]

/-- Adding a constant to the local potential leaves every gap unchanged. -/
theorem gap_add_const (hA : A.IsHermitian) (u : Fin n → ℝ) (c : ℝ)
    (k : ℕ) (hk : k + 1 < n) :
    gap (hA.add (isHermitian_diagonal fun i => u i + c)) k hk =
      gap (hA.add (isHermitian_diagonal u)) k hk := by
  have e : ∀ x : Fin n → ℝ, x ⬝ᵥ (A + diagonal fun i => u i + c) *ᵥ x =
      x ⬝ᵥ (A + diagonal u) *ᵥ x + c * (x ⬝ᵥ x) := fun x => by
    rw [energy_add_potential, energy_add_potential,
      show x ⬝ᵥ x = ∑ i, x i * x i from rfl, Finset.mul_sum,
      add_assoc, ← Finset.sum_add_distrib]
    congr 1
    exact Finset.sum_congr rfl fun i _ => by ring
  have h := gap_change_le (hA.add (isHermitian_diagonal u))
    (hA.add (isHermitian_diagonal fun i => u i + c)) c c
    (fun x => (e x).ge) (fun x => (e x).le) k hk
  rw [sub_self] at h
  exact sub_eq_zero.mp (abs_nonpos_iff.mp h)

/-- The squared gap of a real symmetric two-site Hamiltonian is the squared difference of
the site energies plus four times the squared coupling. -/
theorem two_site_gap_sq {H : Matrix (Fin 2) (Fin 2) ℝ} (hH : H.IsHermitian) :
    gap hH 0 (by norm_num) ^ 2 = (H 0 0 - H 1 1) ^ 2 + 4 * H 0 1 ^ 2 := by
  have hsym : H 1 0 = H 0 1 := hH.apply 0 1
  -- trace and determinant fix the sum and the product of the levels
  have ht : H 0 0 + H 1 1 = level hH 0 + level hH 1 := by
    rw [← trace_fin_two, ← Fin.sum_univ_two (level hH)]
    exact hH.trace_eq_sum_eigenvalues.trans
      (Equiv.sum_comp (Tuple.sort hH.eigenvalues) hH.eigenvalues).symm
  have hd : H 0 0 * H 1 1 - H 0 1 * H 1 0 = level hH 0 * level hH 1 := by
    rw [← det_fin_two, ← Fin.prod_univ_two (level hH)]
    exact hH.det_eq_prod_eigenvalues.trans
      (Equiv.prod_comp (Tuple.sort hH.eigenvalues) hH.eigenvalues).symm
  rw [hsym] at hd
  change (level hH 1 - level hH 0) ^ 2 = _
  linear_combination (-(H 0 0 + H 1 1) - (level hH 0 + level hH 1)) * ht + 4 * hd

/-- For two uncoupled sites of zero energy, every local potential changes the gap by
exactly its maximum minus its minimum. -/
theorem gap_sensitivity_sharp (u : Fin 2 → ℝ) :
    |gap ((isHermitian_zero (n := Fin 2) (α := ℝ)).add (isHermitian_diagonal u)) 0
        (by norm_num) -
      gap (isHermitian_zero (n := Fin 2) (α := ℝ)) 0 (by norm_num)| = spread u := by
  refine le_antisymm (gap_sensitivity _ u 0 _) ?_
  have h0 := two_site_gap_sq (isHermitian_zero (n := Fin 2) (α := ℝ))
  have h1 := two_site_gap_sq
    ((isHermitian_zero (n := Fin 2) (α := ℝ)).add (isHermitian_diagonal u))
  have h0' : gap (isHermitian_zero (n := Fin 2) (α := ℝ)) 0 (by norm_num) = 0 := by
    refine pow_eq_zero_iff (two_ne_zero) |>.mp (h0.trans ?_)
    simp
  have h1' := h1.trans (show _ = (u 0 - u 1) ^ 2 by simp)
  rw [h0', sub_zero, (sq_eq_sq_iff_abs_eq_abs _ _).mp h1']
  -- the maximum and the minimum are attained on the two sites
  have key : ∀ i j : Fin 2, u i - u j ≤ |u 0 - u 1| := by
    have ha := le_abs_self (u 0 - u 1)
    have hb := neg_abs_le (u 0 - u 1)
    have hc := abs_nonneg (u 0 - u 1)
    simp only [Fin.forall_fin_two]
    refine ⟨⟨?_, ?_⟩, ?_, ?_⟩ <;> linarith
  obtain ⟨i, hi⟩ := exists_eq_ciSup_of_finite (f := u)
  obtain ⟨j, hj⟩ := exists_eq_ciInf_of_finite (f := u)
  unfold spread
  rw [← hi, ← hj]
  exact key i j

end

end BandGapSensitivity
```

```lean
#print axioms BandGapSensitivity.gap_sensitivity
-- 'BandGapSensitivity.gap_sensitivity' depends on axioms: [propext, Classical.choice, Quot.sound]
#print axioms BandGapSensitivity.gap_add_const
-- 'BandGapSensitivity.gap_add_const' depends on axioms: [propext, Classical.choice, Quot.sound]
#print axioms BandGapSensitivity.gap_sensitivity_sharp
-- 'BandGapSensitivity.gap_sensitivity_sharp' depends on axioms: [propext, Classical.choice, Quot.sound]
```

## The gap bound in words

Let $A$ be a real symmetric $n\times n$ matrix, and let $U=\mathrm{diag}(u_0,\dots,u_{n-1})$ be a local potential. Write $\varepsilon_0(A)\le\dots\le\varepsilon_{n-1}(A)$ for the eigenvalues of $A$, repeated according to multiplicity, and
$$g_k(A)=\varepsilon_{k+1}(A)-\varepsilon_k(A).$$
The main theorem, `gap_sensitivity`, says that for every $k$ with $k+1<n$
$$|g_k(A+U)-g_k(A)|\le \max_i u_i-\min_i u_i .$$

In the code, `hA : A.IsHermitian` says that the real matrix $A$ is symmetric. The levels and gaps are `level hA i` and `gap hA k hk`, counted from zero, and `hk` guarantees that level $k+1$ exists. The right-hand side is `spread u`, written as a supremum minus an infimum; on a nonempty finite set of sites these are the maximum and the minimum. Degenerate levels are allowed and simply give a zero gap.

Two further theorems complete the picture. `gap_add_const` states that replacing $u_i$ by $u_i+c$ leaves every gap unchanged, so the average of the potential has no influence. `gap_change_le` holds for any symmetric change from $A$ to $B$, local or not: if its expectation value in every normalised vector lies between $a$ and $b$, each gap changes by at most $b-a$.

## Potential errors in a one-electron model

The matrix $A$ stands for a one-electron Hamiltonian in an orthonormal basis of sites or grid points, and $u$ for the difference between two effective potentials. If $m$ orbitals are filled from the bottom, the gap between the highest occupied and the lowest empty orbital is $g_{m-1}$. For two density functionals with multiplicative exchange–correlation potentials, such as a local-density and a generalised-gradient approximation, on the same finite grid and with the same nonlocal pseudopotential, if there is one, the theorem thus bounds the difference of their Kohn–Sham eigenvalue gaps by the spread of the difference of their total effective potentials. If the density is allowed to relax, the change in the Hartree potential belongs to $u$ as well.

The gap here is a difference of eigenvalues of a single matrix, not the ionisation energy minus the electron affinity of an interacting system. The statement is also restricted to finite dimension and real matrices, which leaves aside continuum operators and complex Bloch Hamiltonians.

## From a trial vector to the gap

Let $\varphi_i^A$ be the orthonormal eigenvectors of $A$, called `orbital hA i` in the code. They are complete, so for every real vector $x$
$$x\cdot x=\sum_i(\varphi_i^A\cdot x)^2,\qquad x\cdot Ax=\sum_i\varepsilon_i(A)\,(\varphi_i^A\cdot x)^2 .$$
`completeness` obtains the first identity, in a form for two vectors, from Mathlib's orthonormal eigenvector basis; sorting only permutes the sum. `energy_eq_sum` applies it to $x$ and $Ax$, and uses symmetry to get $\varphi_i^A\cdot Ax=\varepsilon_i(A)\,\varphi_i^A\cdot x$.

**One level.** Suppose that $x\cdot Bx\le x\cdot Ax+c\,x\cdot x$ for all $x$. Fix $k$ and look for a vector $x$ with
$$\varphi_j^B\cdot x=0\ \ (j<k),\qquad \varphi_j^A\cdot x=0\ \ (j>k).$$
These are $k+(n-1-k)=n-1$ linear conditions on $n$ components, so a nonzero solution exists. It contains only levels of $B$ from $k$ upwards and only levels of $A$ up to $k$. Therefore
$$\varepsilon_k(B)\,x\cdot x\le x\cdot Bx\le x\cdot Ax+c\,x\cdot x\le(\varepsilon_k(A)+c)\,x\cdot x,$$
and division by $x\cdot x>0$ gives $\varepsilon_k(B)\le\varepsilon_k(A)+c$.

This is `level_le_add`. The conditions become the rows of a square matrix `M` whose row $k$ is zero. Its determinant vanishes, which supplies the nonzero $x$. The outer inequalities of the chain are `hlow` and `hup`, each proved by comparing the sums term by term.

**Two levels.** Now let the expectation value of $B-A$ in every normalised vector lie between $a$ and $b$, so that $a\,x\cdot x\le x\cdot(B-A)x\le b\,x\cdot x$ for all $x$. The level bound, used once as it stands and once with $A$ and $B$ exchanged and $c=-a$, gives
$$a\le\varepsilon_i(B)-\varepsilon_i(A)\le b$$
for every $i$. The change of the gap is the shift of level $k+1$ minus the shift of level $k$, so it lies between $a-b$ and $b-a$. In `gap_change_le` this last step is done by `linarith`.

**A local potential.** By `energy_add_potential`, $U$ contributes $\sum_i u_i x_i^2$ to $x\cdot(A+U)x$. Since $x_i^2\ge0$,
$$\Big(\min_i u_i\Big)\,x\cdot x\le\sum_i u_i x_i^2\le\Big(\max_i u_i\Big)\,x\cdot x .$$
Taking $a=\min_i u_i$ and $b=\max_i u_i$ proves `gap_sensitivity`. For a constant shift, $a=b=c$, and the change of the gap is zero; this is how `gap_add_const` is proved.

## Two sites, where the bound is attained

The smallest system with a gap has $n=2$ and $k=0$. For a symmetric $H$, the trace and the determinant fix the sum and the product of the levels, so
$$g_0^2=(\varepsilon_0+\varepsilon_1)^2-4\varepsilon_0\varepsilon_1=(H_{00}-H_{11})^2+4H_{01}^2,$$
which is `two_site_gap_sq`. For two uncoupled sites of zero energy the gap is zero before the potential is added and $|u_0-u_1|$ afterwards, which is exactly the spread. `gap_sensitivity_sharp` states this for every $u$, so no constant smaller than one in front of the spread would do for all Hamiltonians.

Coupling weakens the effect. With equal site energies and coupling $t$, the gap goes from $2|t|$ to $\sqrt{(u_0-u_1)^2+4t^2}$, and for $t\ne0$ and $u_0\ne u_1$ this change is smaller than $|u_0-u_1|$.
